# The adjoint of the Padé numerator 1 − iτH/2 − τ²H²/12 for Hermitian H is the numerator at time step −τ

For a Hermitian matrix H of finite size and a real time step τ, let N(τ) = 1 − iτH/2 − τ²H²/12. The declaration `padeNum_adjoint` states that N(τ)† = N(−τ), so that taking the adjoint of this matrix has the same effect as reversing the time step. The attempt first computes the complex conjugates of the two scalar coefficients, in `h1` and `h2`. It then carries the adjoint through the differences, scalar multiples and product, and uses H† = H.

An attempt in Lean 4 with a fault in it:

```lean
import Mathlib

open Matrix
open Complex (I)

namespace FourthOrderPadePropagator

noncomputable section

variable {n : Type*} [Fintype n] [DecidableEq n]

/-- The Padé numerator `N = 1 - i τ H / 2 - τ² H² / 12`. -/
def padeNum (H : Matrix n n ℂ) (τ : ℝ) : Matrix n n ℂ :=
  1 - (I * τ / 2) • H - ((τ : ℂ) ^ 2 / 12) • (H * H)

/-- For Hermitian `H`, the adjoint of the Padé numerator is the numerator at time step `-τ`. -/
theorem padeNum_adjoint {H : Matrix n n ℂ} (hH : H.IsHermitian) (τ : ℝ) :
    (padeNum H τ)ᴴ = padeNum H (-τ) := by
  have h1 : star (I * (τ : ℂ) / 2) = I * ((-τ : ℝ) : ℂ) / 2 := by
    change (starRingEnd ℂ) _ = _
    simp
  have h2 : star ((τ : ℂ) ^ 2 / 12) = ((-τ : ℝ) : ℂ) ^ 2 / 12 := by
    change (starRingEnd ℂ) _ = _
    simp
  simp only [padeNum, conjTranspose_sub, conjTranspose_smul, conjTranspose_mul,
    conjTranspose_one, hH.eq, h1, h2]

end

end FourthOrderPadePropagator
```

The error:

```
Main.lean:19:63: error: unsolved goals
n : Type u_1
inst✝¹ : Fintype n
inst✝ : DecidableEq n
H : Matrix n n ℂ
hH : H.IsHermitian
τ : ℝ
⊢ -(I * ↑τ) / (starRingEnd ℂ) 2 = -(I * ↑τ) / 2
Main.lean:22:65: error: unsolved goals
n : Type u_1
inst✝¹ : Fintype n
inst✝ : DecidableEq n
H : Matrix n n ℂ
hH : H.IsHermitian
τ : ℝ
h1 : star (I * ↑τ / 2) = I * ↑(-τ) / 2
⊢ ↑τ ^ 2 / (starRingEnd ℂ) 12 = ↑τ ^ 2 / 12
```

Cause. Both errors are in the scalar steps, `h1` and `h2`. "Unsolved goals" means here that `simp` simplified the equation but did not close it. In `h1` it has dealt with the conjugates of `I` and `τ`, and both sides now have the numerator `-(I * ↑τ)`. In `h2` both numerators are `↑τ ^ 2`. What still differs is the denominator, which is `(starRingEnd ℂ) 2` against `2` in the first goal and `(starRingEnd ℂ) 12` against `12` in the second. These are equal, since a real number is its own conjugate, but `simp` left the conjugated numerals as they were.

The repair proves the two missing facts separately, as `e2` and `e12`. `Complex.ext` reduces each to an equality of real parts and one of imaginary parts, which `simp` can prove. Given `e2` in `h1` and `e12` in `h2`, `simp` rewrites the conjugated denominator to the plain numeral, the two sides agree, and the goal closes. The final `simp only` is unchanged.

Fix (accepted with no message):

```diff
@@ -17,10 +17,12 @@
 theorem padeNum_adjoint {H : Matrix n n ℂ} (hH : H.IsHermitian) (τ : ℝ) :
     (padeNum H τ)ᴴ = padeNum H (-τ) := by
+  have e2 : (starRingEnd ℂ) 2 = 2 := Complex.ext (by simp) (by simp)
+  have e12 : (starRingEnd ℂ) 12 = 12 := Complex.ext (by simp) (by simp)
   have h1 : star (I * (τ : ℂ) / 2) = I * ((-τ : ℝ) : ℂ) / 2 := by
     change (starRingEnd ℂ) _ = _
-    simp
+    simp [e2]
   have h2 : star ((τ : ℂ) ^ 2 / 12) = ((-τ : ℝ) : ℂ) ^ 2 / 12 := by
     change (starRingEnd ℂ) _ = _
-    simp
+    simp [e12]
   simp only [padeNum, conjTranspose_sub, conjTranspose_smul, conjTranspose_mul,
     conjTranspose_one, hH.eq, h1, h2]
```
